# Site half-turns that fit the bond colours reveal an isotropic magnet at K = −2J

In exact diagonalisation of a finite spin cluster, one sorts the basis states by a conserved spin component and diagonalises block by block. With bond-dependent exchange the ordinary total spin is in general not conserved, and this sorting seems to be lost. Let a bond between sites \(i\) and \(j\) have the energy \(J\,S_i\cdot S_j+K\,S_i^cS_j^c\), where the bond colour \(c\) is one of the axes x, y, z. At \(K=-2J\) the sorting is available again, with a total spin in which each site is first turned by its own rotation, provided that each site can be given the identity or a half-turn about x, y or z such that, on every bond, the two end rotations multiply to the half-turn about the axis of the bond colour.

## The coloured graph and its half-turns

```lean
import Mathlib

open Matrix
open scoped Kronecker

namespace HiddenIsotropicMagnet

noncomputable section

/-- A graph with sites `V` and bonds `E`; each bond has two end sites and a colour x, y or z,
numbered 0, 1, 2. -/
structure ColouredGraph (V E : Type*) where
  src : E → V
  tgt : E → V
  colour : E → Fin 3
```

`V` is the set of sites and `E` the set of bonds. A bond \(e\) has end sites \(i=\)`src e` and \(j=\)`tgt e` and a colour \(c\). The type `Fin 3` has the elements 0, 1, 2, which stand for x, y, z; addition in it is modulo 3.

```lean
/-- The sign that a spin component acquires under the identity (`none`) or under the half-turn
about axis `c` (`some c`). -/
def turnSign : Option (Fin 3) → Fin 3 → ℤ
  | none, _ => 1
  | some c, a => if a = c then 1 else -1
```

A site rotation is either the identity, written `none`, or the half-turn \(R_c\) about axis \(c\), written `some c`. A half-turn keeps the component along its axis and reverses the other two. `turnSign` records these signs.

```lean
/-- The rotation matrix of the identity (`none`) or of the half-turn about axis `c` (`some c`). -/
def turn (p : Option (Fin 3)) : Matrix (Fin 3) (Fin 3) ℤ := Matrix.diagonal (turnSign p)
```

`turn` puts the three signs on the diagonal of a \(3\times3\) matrix, for example \(R_x=\mathrm{diag}(1,-1,-1)\).

```lean
variable {V E 𝕜 A B : Type*} [CommRing 𝕜] [Ring A] [Algebra 𝕜 A] [Ring B] [Algebra ℂ B]

/-- The site rotations `g` fit the coloured graph: on every bond the product of the two end
rotations is the half-turn about the axis of the bond colour. -/
def Compatible (G : ColouredGraph V E) (g : V → Option (Fin 3)) : Prop :=
  ∀ e, turn (g (G.src e)) * turn (g (G.tgt e)) = turn (some (G.colour e))
```

The first line fixes the number systems. Couplings lie in a commutative ring `𝕜` and spin components in an algebra `A` over it, so the components may be real numbers (classical vectors) or operators. The algebra `B` over the complex numbers is used for quantum spins.

`Compatible G g` is the condition \(g_i g_j=R_c\) on every bond. Physically, it says that the local spin frames can be chosen consistently over the whole cluster: around a closed loop each \(g_i\) occurs twice and squares to the identity, so the half-turns belonging to the bonds must multiply to the identity. It also excludes a bond from a site to itself.

```lean
/-- The spins after each site `i` has been turned by its own rotation `g i`. -/
def rotate (g : V → Option (Fin 3)) (S : V → Fin 3 → A) : V → Fin 3 → A :=
  fun i a => ∑ b, turn (g i) a b • S i b
```

This is the rotated spin, \((g_iS_i)^a=\sum_b (g_i)_{ab}S_i^b\). The symbol `•` multiplies a spin component by a number.

## The exchange energy

```lean
/-- The energy `J u·v + K u^c v^c` of a bond of colour `c` between spins `u` and `v`. -/
def bondEnergy (J K : 𝕜) (c : Fin 3) (u v : Fin 3 → A) : A :=
  J • ∑ a, u a * v a + K • (u c * v c)
```

For two spins \(u,v\) on a bond of colour \(c\), the energy is \(J\,u\cdot v+K\,u^cv^c\). Here \(J\) is the isotropic exchange and \(K\) the extra coupling of the one component selected by the bond, which typically comes from spin–orbit coupling. The value \(K=-2J\) belongs to this normalisation of \(K\).

```lean
/-- The Hamiltonian: the sum of the bond energies over the coloured graph. -/
def hamiltonian [Fintype E] (G : ColouredGraph V E) (J K : 𝕜) (S : V → Fin 3 → A) : A :=
  ∑ e, bondEnergy J K (G.colour e) (S (G.src e)) (S (G.tgt e))
```

The Hamiltonian \(H(J,K)\) on spins \(S\) is the sum over the finite set of bonds, each counted once. There is no field and no other anisotropic exchange.

```lean
/-- Quantum spins: angular momentum commutation relations on each site (with ħ = 1), and
commuting components on different sites. -/
structure IsSpinSystem (S : V → Fin 3 → B) : Prop where
  onsite : ∀ i a, S i a * S i (a + 1) - S i (a + 1) * S i a = Complex.I • S i (a + 2)
  offsite : ∀ i j, i ≠ j → ∀ a b, S i a * S j b = S j b * S i a
```

Quantum spins satisfy, with \(\hbar=1\),

\[
[S_i^a,S_i^{a+1}]=\mathrm i\,S_i^{a+2},\qquad [S_i^a,S_j^b]=0\quad(i\neq j).
\]

The spin length is left open.

## Turning (J, K) into (−J, K + 2J)

```lean
/-- Each site rotation only multiplies the spin components by signs. -/
theorem rotate_apply (g : V → Option (Fin 3)) (S : V → Fin 3 → A) (i : V) (a : Fin 3) :
    rotate g S i a = turnSign (g i) a • S i a := by
  simp [rotate, turn, Matrix.diagonal_apply, ite_smul]
```

Write \(\sigma_i^a=\pm1\) for the sign `turnSign (g i) a`. Since the rotation matrix is diagonal, \((g_iS_i)^a=\sigma_i^aS_i^a\).

```lean
/-- For compatible rotations, the signs at the two ends of a bond multiply to the sign of the
half-turn about the axis of the bond colour. -/
theorem Compatible.sign {G : ColouredGraph V E} {g : V → Option (Fin 3)}
    (hg : Compatible G g) (e : E) (a : Fin 3) :
    turnSign (g (G.src e)) a * turnSign (g (G.tgt e)) a = turnSign (some (G.colour e)) a := by
  have h := congrFun (congrFun (hg e) a) a
  simpa [turn] using h
```

Reading the diagonal entry \(a\) of \(g_ig_j=R_c\) gives

\[
\sigma_i^a\sigma_j^a=\begin{cases}1,&a=c\\-1,&a\neq c.\end{cases}
\]

In the proof, `congrFun` extracts this entry from the matrix equation.

```lean
/-- For compatible site rotations, replacing every spin by its rotated copy turns the couplings
`(J, K)` into `(-J, K + 2J)`. -/
theorem hamiltonian_rotate [Fintype E] {G : ColouredGraph V E} {g : V → Option (Fin 3)}
    (hg : Compatible G g) (J K : 𝕜) (S : V → Fin 3 → A) :
    hamiltonian G J K (rotate g S) = hamiltonian G (-J) (K + 2 * J) S := by
  unfold hamiltonian
  refine Finset.sum_congr rfl fun e _ => ?_
  -- only the product of the two end signs enters a bond
  simp only [bondEnergy, rotate_apply, smul_mul_smul_comm, hg.sign e]
  generalize G.colour e = c
  fin_cases c <;> simp [turnSign, Fin.sum_univ_three] <;> module
```

The theorem says that \(H(J,K)\) evaluated on the rotated spins equals \(H(-J,K+2J)\) evaluated on \(S\). The name `hg` stands for the assumption that the rotations are compatible. By hand, one bond gives

\[
\begin{aligned}
J\sum_a\sigma_i^a\sigma_j^a S_i^aS_j^a+K\,\sigma_i^c\sigma_j^c S_i^cS_j^c
&=J\,(2S_i^cS_j^c-S_i\cdot S_j)+K\,S_i^cS_j^c\\
&=-J\,S_i\cdot S_j+(K+2J)\,S_i^cS_j^c .
\end{aligned}
\]

Summing over bonds finishes the argument. Lean goes the same way: `Finset.sum_congr` reduces the claim to one bond, `simp only` collects the two signs and inserts their product, `fin_cases c` treats the three colours, and `module` checks the remaining linear identity.

## The isotropic point

```lean
/-- Turning every site twice by its own rotation restores the spins. -/
theorem rotate_rotate (g : V → Option (Fin 3)) (S : V → Fin 3 → A) :
    rotate g (rotate g S) = S := by
  have h : ∀ p a, turnSign p a * turnSign p a = 1 := by decide
  funext i a
  simp only [rotate_apply, smul_smul, h, one_smul]
```

Every sign squares to one, so rotating twice restores \(S\). `decide` verifies the sign rule by going through all cases.

```lean
/-- The rotated quantum spins are again quantum spins. -/
theorem IsSpinSystem.rotate {S : V → Fin 3 → B} (hS : IsSpinSystem S)
    (g : V → Option (Fin 3)) : IsSpinSystem (rotate g S) := by
  have h : ∀ p a, turnSign p a * turnSign p (a + 1) = turnSign p (a + 2) := by decide
  constructor
  · intro i a
    simp only [rotate_apply, smul_mul_smul_comm]
    rw [mul_comm (turnSign (g i) (a + 1)), h, ← smul_sub, hS.onsite,
      smul_comm (turnSign (g i) (a + 2)) Complex.I]
  · intro i j hij a b
    simp only [rotate_apply, smul_mul_smul_comm]
    rw [hS.offsite i j hij, mul_comm (turnSign (g i) a)]
```

The rotated spins obey the same commutation relations. On one site,

\[
[\sigma_i^aS_i^a,\sigma_i^{a+1}S_i^{a+1}]
=\sigma_i^a\sigma_i^{a+1}\,\mathrm i\,S_i^{a+2}
=\mathrm i\,\sigma_i^{a+2}S_i^{a+2},
\]

because \(\sigma_i^a\sigma_i^{a+1}=\sigma_i^{a+2}\) for the identity and for each half-turn. This is the statement `h` in the proof. Between different sites, signs don't affect commutation.

```lean
/-- At `K = -2J`, with compatible site rotations, the Hamiltonian is an isotropic exchange
of strength `-J` between the rotated spins. -/
theorem hidden_isotropic [Fintype E] {G : ColouredGraph V E} {g : V → Option (Fin 3)}
    (hg : Compatible G g) (J : 𝕜) (S : V → Fin 3 → A) :
    hamiltonian G J (-(2 * J)) S =
      (-J) • ∑ e, ∑ a, rotate g S (G.src e) a * rotate g S (G.tgt e) a := by
  have h := hamiltonian_rotate hg J (-(2 * J)) (rotate g S)
  rw [rotate_rotate] at h
  rw [h]
  simp only [hamiltonian, bondEnergy, neg_add_cancel, zero_smul, add_zero, Finset.smul_sum]
```

Let \(T_i=g_iS_i\). Then

\[
H(J,-2J)\text{ on }S\;=\;-J\sum_{e}T_i\cdot T_j ,
\]

where \(i,j\) are the ends of \(e\). To see this, apply the previous coupling identity to the spins \(T\) with \(K=-2J\). On the left, the double rotation gives back \(S\). On the right, the couplings are \(-J\) and \(-2J+2J=0\), so only the isotropic term remains. The sign of the exchange is reversed: for real \(J>0\), the isotropic part is antiferromagnetic in the original spins, while the whole model is a ferromagnet in the rotated ones.

## The conserved rotated spin

```lean
/-- Each component of the total spin commutes with the scalar product of any two spins. -/
theorem IsSpinSystem.total_commute [Fintype V] {T : V → Fin 3 → B} (hT : IsSpinSystem T)
    (i j : V) (a : Fin 3) : Commute (∑ k, T k a) (∑ b, T i b * T j b) := by
  -- only the spin on site `i` contributes to the commutator with `T i b`
  have loc : ∀ i b, (∑ k, T k a) * T i b - T i b * (∑ k, T k a)
      = T i a * T i b - T i b * T i a := by
    intro i b
    rw [Finset.sum_mul, Finset.mul_sum, ← Finset.sum_sub_distrib]
    exact Finset.sum_eq_single i
      (fun k _ hk => by rw [hT.offsite k i hk, sub_self]) (fun h => absurd (Finset.mem_univ i) h)
  have leib : ∀ b, (∑ k, T k a) * (T i b * T j b) - T i b * T j b * (∑ k, T k a)
      = (T i a * T i b - T i b * T i a) * T j b
        + T i b * (T j a * T j b - T j b * T j a) := by
    intro b
    rw [← loc i b, ← loc j b]
    noncomm_ring
  have c2 : ∀ i, T i a * T i (a + 2) - T i (a + 2) * T i a = -(Complex.I • T i (a + 1)) := by
    intro i
    have h := hT.onsite i (a + 2)
    have e1 : ∀ a : Fin 3, a + 2 + 1 = a := by decide
    have e2 : ∀ a : Fin 3, a + 2 + 2 = a + 1 := by decide
    rw [e1, e2] at h
    rw [← h, neg_sub]
  have u : ∀ a : Fin 3, (Finset.univ : Finset (Fin 3)) = {a, a + 1, a + 2} := by decide
  have n1 : ∀ a : Fin 3, a ∉ ({a + 1, a + 2} : Finset (Fin 3)) := by decide
  have n2 : ∀ a : Fin 3, a + 1 ∉ ({a + 2} : Finset (Fin 3)) := by decide
  -- the two transverse components cancel each other
  refine sub_eq_zero.mp ?_
  rw [Finset.mul_sum, Finset.sum_mul, ← Finset.sum_sub_distrib,
    Finset.sum_congr rfl (fun b _ => leib b), u a, Finset.sum_insert (n1 a),
    Finset.sum_insert (n2 a), Finset.sum_singleton]
  simp only [hT.onsite, c2, sub_self, zero_mul, mul_zero, smul_mul_assoc, mul_smul_comm,
    neg_mul, mul_neg]
  module
```

`Commute` means that two operators commute. For any quantum spins \(T\), let \(M^a=\sum_kT_k^a\). Only site \(i\) contributes to the commutator with \(T_i^b\), so \([M^a,T_i^b]=[T_i^a,T_i^b]\); this is `loc`. The product rule, `leib`, then gives

\[
[M^a,T_i^bT_j^b]=[T_i^a,T_i^b]\,T_j^b+T_i^b\,[T_j^a,T_j^b].
\]

For \(b=a\) this vanishes. The other two components give

\[
\begin{aligned}
b=a+1:&\quad \mathrm i\,T_i^{a+2}T_j^{a+1}+\mathrm i\,T_i^{a+1}T_j^{a+2},\\
b=a+2:&\quad -\mathrm i\,T_i^{a+1}T_j^{a+2}-\mathrm i\,T_i^{a+2}T_j^{a+1},
\end{aligned}
\]

and their sum is zero. The second line uses \([T_i^a,T_i^{a+2}]=-\mathrm i\,T_i^{a+1}\), which is `c2`. The facts `u`, `n1` and `n2` let Lean split the sum over \(b\) into these three terms, and `module` performs the cancellation.

```lean
/-- For quantum spins with compatible site rotations, each component of the total rotated spin
commutes with the Hamiltonian at `K = -2J`. -/
theorem hidden_spin_conserved [Fintype V] [Fintype E] {G : ColouredGraph V E}
    {g : V → Option (Fin 3)} (hg : Compatible G g) {S : V → Fin 3 → B}
    (hS : IsSpinSystem S) (J : ℂ) (a : Fin 3) :
    Commute (∑ i, rotate g S i a) (hamiltonian G J (-(2 * J)) S) := by
  rw [hidden_isotropic hg]
  exact (Commute.sum_right _ _ _
    (fun e _ => (hS.rotate g).total_commute (G.src e) (G.tgt e) a)).smul_right _
```

At \(K=-2J\), each component \(\sum_i(g_iS_i)^a\) commutes with the Hamiltonian. The proof rewrites the Hamiltonian as isotropic exchange between the rotated spins, which are quantum spins again, and applies the preceding theorem to every bond. One of the three components, for example z, supplies the block labels in the diagonalisation of a finite cluster with compatible rotations.

## Two triangles

```lean
/-- The triangle whose bond `e` lies opposite site `e` and has colour `col e`. -/
def triangle (col : Fin 3 → Fin 3) : ColouredGraph (Fin 3) (Fin 3) :=
  ⟨fun e => e + 1, fun e => e + 2, col⟩
```

The sites are 0, 1, 2, and bond \(e\) joins sites \(e+1\) and \(e+2\) modulo 3. The function `col` assigns the colours.

```lean
/-- The three spin one-half matrices. -/
def spinHalf : Fin 3 → Matrix (Fin 2) (Fin 2) ℂ :=
  ![!![0, 1/2; 1/2, 0], !![0, -Complex.I/2; Complex.I/2, 0], !![1/2, 0; 0, -1/2]]
```

These are the usual spin one-half matrices, half the Pauli matrices.

```lean
/-- Three spins one-half, each acting on its own factor of the tensor product. -/
def threeSpins (i a : Fin 3) :
    Matrix (Fin 2 × Fin 2 × Fin 2) (Fin 2 × Fin 2 × Fin 2) ℂ :=
  (if i = 0 then spinHalf a else 1) ⊗ₖ
    ((if i = 1 then spinHalf a else 1) ⊗ₖ (if i = 2 then spinHalf a else 1))
```

`⊗ₖ` is the Kronecker product. Spin \(i\) acts on its own tensor factor and as the identity on the other two, which gives \(8\times8\) matrices.

```lean
/-- Three spins one-half are quantum spins, and on the triangle with one bond of each colour the
half-turns about x, y, z on the three sites are compatible. -/
theorem triangle_witness :
    IsSpinSystem threeSpins ∧ Compatible (triangle id) some := by
  have s0 : spinHalf 0 * spinHalf 1 = spinHalf 1 * spinHalf 0 + Complex.I • spinHalf 2 := by
    ext i j
    fin_cases i <;> fin_cases j <;> simp [spinHalf] <;> ring_nf
  have s1 : spinHalf 1 * spinHalf 2 = spinHalf 2 * spinHalf 1 + Complex.I • spinHalf 0 := by
    ext i j
    fin_cases i <;> fin_cases j <;> simp [spinHalf] <;> ring_nf
  have s2 : spinHalf 2 * spinHalf 0 = spinHalf 0 * spinHalf 2 + Complex.I • spinHalf 1 := by
    ext i j
    fin_cases i <;> fin_cases j <;> simp [spinHalf] <;> ring_nf <;> norm_num [Complex.I_sq]
  have s : ∀ a, spinHalf a * spinHalf (a + 1)
      = spinHalf (a + 1) * spinHalf a + Complex.I • spinHalf (a + 2) := by
    intro a
    fin_cases a
    exacts [s0, s1, s2]
  refine ⟨⟨fun i a => ?_, fun i j hij a b => ?_⟩, fun e => ?_⟩
  · rw [sub_eq_iff_eq_add']
    fin_cases i <;> simp [threeSpins, ← Matrix.mul_kronecker_mul, s, Matrix.add_kronecker,
      Matrix.kronecker_add, Matrix.smul_kronecker, Matrix.kronecker_smul]
  · -- in every tensor factor at least one of the two operators is the identity
    have h : ∀ k : Fin 3, (if i = k then spinHalf a else 1) * (if j = k then spinHalf b else 1)
        = (if j = k then spinHalf b else 1) * (if i = k then spinHalf a else 1) := by
      intro k
      by_cases hi : i = k
      · have hj : j ≠ k := fun h => hij (hi.trans h.symm)
        simp [hj]
      · simp [hi]
    simp only [threeSpins, ← Matrix.mul_kronecker_mul]
    rw [h 0, h 1, h 2]
  · have h : ∀ e a : Fin 3, turnSign (some (e + 1)) a * turnSign (some (e + 2)) a
        = turnSign (some e) a := by decide
    change turn (some (e + 1)) * turn (some (e + 2)) = turn (some e)
    simp only [turn, Matrix.diagonal_mul_diagonal, h]
```

Here `id` gives bond \(e\) the colour \(e\), and `some` gives site \(i\) the half-turn about axis \(i\). The theorem confirms both assumptions of the conservation law for this triangle. The on-site relations follow from `s0`, `s1` and `s2`, computed entry by entry. Different spins commute because in every tensor factor at least one of the two operators is the identity. The bond condition is \(R_{e+1}R_{e+2}=R_e\).

At \(K=-2J\), the conserved z component is therefore \(-S_0^z-S_1^z+S_2^z\). It is diagonal in the usual product basis, so the blocks can be read off directly.

```lean
/-- A triangle whose three bonds all have the same colour admits no compatible site rotations. -/
theorem one_colour_triangle (c : Fin 3) (g : Fin 3 → Option (Fin 3)) :
    ¬ Compatible (triangle fun _ => c) g := by
  intro hg
  have hc : ∀ c : Fin 3, turnSign (some c) (c + 1) = -1 := by decide
  have h0 : turnSign (g 1) (c + 1) * turnSign (g 2) (c + 1) = -1 :=
    (hg.sign 0 (c + 1)).trans (hc c)
  have h1 : turnSign (g 2) (c + 1) * turnSign (g 0) (c + 1) = -1 :=
    (hg.sign 1 (c + 1)).trans (hc c)
  have h2 : turnSign (g 0) (c + 1) * turnSign (g 1) (c + 1) = -1 :=
    (hg.sign 2 (c + 1)).trans (hc c)
  -- the product of the three bond signs is a square, yet equals -1
  have hsq : (turnSign (g 0) (c + 1) * turnSign (g 1) (c + 1) * turnSign (g 2) (c + 1)) ^ 2
      = (turnSign (g 1) (c + 1) * turnSign (g 2) (c + 1))
        * (turnSign (g 2) (c + 1) * turnSign (g 0) (c + 1))
        * (turnSign (g 0) (c + 1) * turnSign (g 1) (c + 1)) := by ring
  rw [h0, h1, h2] at hsq
  linarith [sq_nonneg (-1 * turnSign (g 2) (c + 1))]

end

end HiddenIsotropicMagnet
```

If all three bonds have the same colour \(c\), no choice of site rotations is compatible. Take the component \(a=c+1\), which \(R_c\) reverses. The bonds would require

\[
\sigma_1^a\sigma_2^a=\sigma_2^a\sigma_0^a=\sigma_0^a\sigma_1^a=-1 .
\]

Multiplying the three products gives \((\sigma_0^a\sigma_1^a\sigma_2^a)^2=-1\), which is impossible for a square of an integer. In Lean, `h0`, `h1` and `h2` are the three bond equations, `hsq` is the multiplication, and `linarith` finds the contradiction. The theorem rules out compatible site rotations on this triangle, but not other symmetries. Here the ordinary total component \(\sum_iS_i^c\) is conserved for all \(J\) and \(K\), because every bond energy is unchanged by a common rotation of all spins about axis \(c\).

```lean
#print axioms HiddenIsotropicMagnet.hidden_spin_conserved
#print axioms HiddenIsotropicMagnet.one_colour_triangle
```

```
'HiddenIsotropicMagnet.hidden_spin_conserved' depends on axioms: [propext, Classical.choice, Quot.sound]
'HiddenIsotropicMagnet.one_colour_triangle' depends on axioms: [propext, Classical.choice, Quot.sound]
```
